# The saddle Hessian diag(1, −1) with penalty r on its second coordinate is positive definite exactly when r > 1

The Hessian diag(1, −1) describes a saddle in two real coordinates, with curvature 1 along the first and −1 along the second. `saddle_posDef_iff` adds the penalty term r BᵀB, where B = (0 1) picks out the second coordinate and r is any real number, and states that the resulting matrix is positive definite exactly when r > 1. The proof reduces this to positivity of x₀² + (r − 1)x₁² for every nonzero real vector x. Testing the vector (0, 1) gives r > 1; for the converse, the attempt treats x₁ = 0 and x₁ ≠ 0 separately, and in the first case must show that x₀ ≠ 0.

The failing Lean file:

```lean
import Mathlib

open Matrix

namespace FinslerAugmentedLagrangian

noncomputable section

variable {n m : Type*} [Fintype n] [Fintype m]

/-- The Hessian `H` augmented by the constraint penalty `r BᵀB`. -/
def augmentedHessian (H : Matrix n n ℝ) (B : Matrix m n ℝ) (r : ℝ) : Matrix n n ℝ :=
  H + r • (Bᵀ * B)

/-- The curvature of the augmented Hessian along `x` is the bare curvature plus `r` times
the squared constraint violation `|Bx|²`. -/
theorem augmentedHessian_form (H : Matrix n n ℝ) (B : Matrix m n ℝ) (r : ℝ) (x : n → ℝ) :
    x ⬝ᵥ augmentedHessian H B r *ᵥ x = x ⬝ᵥ H *ᵥ x + r * (B *ᵥ x ⬝ᵥ B *ᵥ x) := by
  rw [augmentedHessian, Matrix.add_mulVec, Matrix.smul_mulVec, dotProduct_add,
    dotProduct_smul, ← Matrix.mulVec_mulVec, Matrix.dotProduct_mulVec x Bᵀ,
    Matrix.vecMul_transpose, smul_eq_mul]

/-- For symmetric `H`, the augmented Hessian is positive definite exactly when bare curvature
plus penalty is positive along every nonzero direction. -/
theorem augmentedHessian_posDef_iff {H : Matrix n n ℝ} (hH : H.IsSymm) (B : Matrix m n ℝ)
    (r : ℝ) : (augmentedHessian H B r).PosDef ↔
      ∀ x : n → ℝ, x ≠ 0 → 0 < x ⬝ᵥ H *ᵥ x + r * (B *ᵥ x ⬝ᵥ B *ᵥ x) := by
  have hs : (augmentedHessian H B r).IsHermitian := by
    unfold Matrix.IsHermitian
    rw [Matrix.conjTranspose_eq_transpose_of_trivial]
    simp [augmentedHessian, Matrix.transpose_mul, hH.eq]
  rw [Matrix.posDef_iff_dotProduct_mulVec]
  constructor
  · intro h x hx
    have h1 := h.2 hx
    rwa [star_trivial, augmentedHessian_form] at h1
  · intro h
    refine ⟨hs, fun x hx => ?_⟩
    rw [star_trivial, augmentedHessian_form]
    exact h x hx

/-- For the saddle `diag(1, -1)` with its second coordinate constrained, the augmented Hessian
is positive definite exactly when the penalty exceeds `1`. -/
theorem saddle_posDef_iff (r : ℝ) :
    (augmentedHessian !![1, 0; 0, -1] !![0, 1] r).PosDef ↔ 1 < r := by
  have hs : (!![1, 0; 0, -1] : Matrix (Fin 2) (Fin 2) ℝ).IsSymm := by
    unfold Matrix.IsSymm
    ext i j
    fin_cases i <;> fin_cases j <;> rfl
  have form : ∀ x : Fin 2 → ℝ, x ⬝ᵥ !![1, 0; 0, -1] *ᵥ x
      + r * (!![0, 1] *ᵥ x ⬝ᵥ !![0, 1] *ᵥ x) = x 0 ^ 2 + (r - 1) * x 1 ^ 2 := by
    intro x
    simp [Matrix.mulVec, dotProduct, Fin.sum_univ_two]
    ring
  rw [augmentedHessian_posDef_iff hs]
  simp only [form]
  constructor
  · intro h
    have h1 : (0 : ℝ) < 0 ^ 2 + (r - 1) * 1 ^ 2 :=
      h ![0, 1] (fun h0 => one_ne_zero (congrFun h0 1))
    linarith
  · intro hr x hx
    by_cases h1 : x 1 = 0
    · have h0 : x 0 ≠ 0 := fun h0 =>
        hx (funext fun i => Fin.forall_fin_two.mpr ⟨h0, h1⟩ i)
      have : 0 < x 0 ^ 2 := by positivity
      rw [h1]
      linarith
    · have h2 : 0 < x 1 ^ 2 := by positivity
      have := mul_pos (sub_pos.mpr hr) h2
      linarith [sq_nonneg (x 0)]

end

end FinslerAugmentedLagrangian
```

Lean reports:

```
Main.lean:65:28: error: Type mismatch
  Fin.forall_fin_two.mpr ⟨?m.1150, ?m.1151⟩ i
has type
  ?m.1145 i
but is expected to have type
  x i = 0 i
```

To show x₀ ≠ 0, the attempt supposes both coordinates vanish and derives `x = 0`, against `hx`. Inside `funext fun i => ...` it needs `x i = 0 i`, and applies `Fin.forall_fin_two.mpr` to `i` to get it. That lemma concerns an arbitrary predicate on `Fin 2`, which Lean must infer here. The message shows it still unknown, as `?m.1145` in `?m.1145 i`. Because `i` is already in scope where the unknown arises, its value at `i` does not fix the predicate: a constant one mentioning `i` would fit too. Lean does not choose, and reports a mismatch.

In the repair, `apply hx` makes `x = 0` the goal, and `rw [funext_iff, Fin.forall_fin_two]` turns it first into a statement for all indices, then into the conjunction of its two cases. The rewrite meets the whole quantified statement, from which the predicate can be read off, and `⟨h0, h1⟩` proves the conjunction. The change from a `fun h0 =>` term to `by` with `intro h0` only makes room for these tactics.

After these edits no error is left:

```diff
@@ -62,6 +62,9 @@
   · intro hr x hx
     by_cases h1 : x 1 = 0
-    · have h0 : x 0 ≠ 0 := fun h0 =>
-        hx (funext fun i => Fin.forall_fin_two.mpr ⟨h0, h1⟩ i)
+    · have h0 : x 0 ≠ 0 := by
+        intro h0
+        apply hx
+        rw [funext_iff, Fin.forall_fin_two]
+        exact ⟨h0, h1⟩
       have : 0 < x 0 ^ 2 := by positivity
       rw [h1]
```
